# Power sums of an injective radial function up to order N determine N neighbour distances

Let two environments each have $N$ neighbours, and let $u$ be a real function that is injective on the admissible distances. If the sums of $u^k$ over neighbours agree for every order $k$ from 1 to $N$, the environments have the same neighbour distances, counted with multiplicity. Orientations and chemical species are not included.

```lean
import Mathlib

open Finset

namespace RadialDescriptorCompleteness

noncomputable section

variable {N : ℕ}
```

An environment is a list of distances $r_j$, written `r : Fin N → ℝ`. Its descriptor of order $k$ is $p_k=\sum_j u(r_j)^k$.

```lean
/-- The radial descriptor of order `k`: the sum over neighbours of the `k`-th power of a
function `u` of the neighbour distance. -/
def radialDescriptor (u : ℝ → ℝ) (r : Fin N → ℝ) (k : ℕ) : ℝ :=
  ∑ j, u (r j) ^ k
```

Forgetting the labels leaves the multiset $M(r)$ of the values $r_j$. Lean's `distances` forms it for any real list, including a list of values of $u$.

```lean
/-- The neighbour distances of an environment, with multiplicity and without labels. -/
def distances (r : Fin N → ℝ) : Multiset ℝ :=
  (univ : Finset (Fin N)).val.map r
```

An environment could also be modelled as a multiset of any finite size. If $u$ vanishes at an admissible distance, the neighbour count, which is the descriptor of order 0, would then have to be compared too, because a neighbour at that distance adds nothing to the higher orders.

## (a) Elementary symmetric functions from power sums

Let $x,y$ be lists of $N$ reals with equal power sums of orders 1 to $N$. Write $e_k(x)$ for the sum of all products of $k$ entries with distinct labels, with $e_0=1$. Show that
$$e_k(x)=e_k(y)\qquad(0\le k\le N).$$

Put $E(t)=\prod_j(1+x_jt)=\sum_k e_kt^k$. Logarithmic differentiation gives $E'(t)=E(t)\sum_{m\ge1}(-1)^{m-1}p_mt^{m-1}$, where now $p_m=\sum_j x_j^m$. The coefficient of $t^{k-1}$ is Newton's identity,
$$k\,e_k=\sum_{m=1}^{k}(-1)^{m-1}e_{k-m}\,p_m .$$
The right side contains only lower $e_i$ and power sums up to order $k\le N$. Induction from $e_0=1$, with division by $k$, finishes the argument.

Lean takes Newton's identity from Mathlib as `MvPolynomial.mul_esymm_eq_sum`, evaluates it at both lists and runs the same strong induction.

```lean
/-- If the power sums of two families of `N` real numbers agree for orders `1` to `N`, their
elementary symmetric functions agree up to order `N`. -/
theorem esymm_eq_of_power_sums (x y : Fin N → ℝ)
    (h : ∀ k, 1 ≤ k → k ≤ N → ∑ j, x j ^ k = ∑ j, y j ^ k) :
    ∀ k, k ≤ N → (distances x).esymm k = (distances y).esymm k := by
  have hp : ∀ m, 1 ≤ m → m ≤ N →
      MvPolynomial.aeval x (MvPolynomial.psum (Fin N) ℝ m) =
        MvPolynomial.aeval y (MvPolynomial.psum (Fin N) ℝ m) := by
    intro m h1 h2
    simp only [MvPolynomial.psum, map_sum, map_pow, MvPolynomial.aeval_X]
    exact h m h1 h2
  have key : ∀ k, k ≤ N →
      MvPolynomial.aeval x (MvPolynomial.esymm (Fin N) ℝ k) =
        MvPolynomial.aeval y (MvPolynomial.esymm (Fin N) ℝ k) := by
    intro k
    induction k using Nat.strong_induction_on with
    | _ k ih =>
      intro hk
      rcases Nat.eq_zero_or_pos k with h0 | hpos
      · subst h0
        simp [MvPolynomial.esymm_zero]
      · -- Newton's identity expresses order k through lower orders and power sums
        have hx := congrArg (fun p : MvPolynomial (Fin N) ℝ => MvPolynomial.aeval x p)
          (MvPolynomial.mul_esymm_eq_sum (Fin N) ℝ k)
        have hy := congrArg (fun p : MvPolynomial (Fin N) ℝ => MvPolynomial.aeval y p)
          (MvPolynomial.mul_esymm_eq_sum (Fin N) ℝ k)
        simp only [map_mul, map_sum, map_pow, map_neg, map_one, map_natCast] at hx hy
        have hk0 : (k : ℝ) ≠ 0 := Nat.cast_ne_zero.mpr (by omega)
        apply mul_left_cancel₀ hk0
        rw [hx, hy]
        congr 1
        apply Finset.sum_congr rfl
        intro a ha
        rw [Finset.mem_filter, Finset.HasAntidiagonal.mem_antidiagonal] at ha
        obtain ⟨hadd, hlt⟩ := ha
        rw [ih a.1 hlt (by omega), hp a.2 (by omega) (by omega)]
  intro k hk
  have hfin := key k hk
  simp only [MvPolynomial.aeval_esymm_eq_multiset_esymm] at hfin
  exact hfin
```

## (b) Equal multisets of values

Under the same hypothesis, show that
$$M(x)=M(y).$$

Expanding the monic polynomial with roots $x_j$ gives
$$\prod_j(X-x_j)=\sum_{k=0}^N(-1)^k e_k(x)\,X^{N-k}.$$
By (a), the polynomial for $y$ has the same coefficients, hence the same roots with multiplicity. In Lean, `hpoly` is the equality of polynomials, and `Polynomial.roots` reads off the multisets.

The same argument shows that two complex $N\times N$ matrices with equal $\operatorname{tr}A^k$ for $k=1,\dots,N$ have the same eigenvalues with multiplicity.

```lean
/-- Two families of `N` real numbers whose power sums agree for orders `1` to `N` are equal
as multisets. -/
theorem multiset_eq_of_power_sums (x y : Fin N → ℝ)
    (h : ∀ k, 1 ≤ k → k ≤ N → ∑ j, x j ^ k = ∑ j, y j ^ k) :
    distances x = distances y := by
  -- the monic polynomials with these roots have the same coefficients
  have hpoly : ((distances x).map fun t => Polynomial.X - Polynomial.C t).prod =
      ((distances y).map fun t => Polynomial.X - Polynomial.C t).prod := by
    have cx : Multiset.card (distances x) = N := by simp [distances]
    have cy : Multiset.card (distances y) = N := by simp [distances]
    rw [Multiset.prod_X_sub_X_eq_sum_esymm, Multiset.prod_X_sub_X_eq_sum_esymm, cx, cy]
    apply Finset.sum_congr rfl
    intro j hj
    have hj' := Finset.mem_range.mp hj
    rw [esymm_eq_of_power_sums x y h j (by omega)]
  have hroots := congrArg Polynomial.roots hpoly
  rwa [Polynomial.roots_multiset_prod_X_sub_C,
    Polynomial.roots_multiset_prod_X_sub_C] at hroots
```

## (c) Sums that ignore labels

Suppose $M(r)=M(s)$. Show that, for every $\varphi:\mathbb R\to\mathbb R$,
$$\sum_j\varphi(r_j)=\sum_j\varphi(s_j).$$

The two lists differ only in order, and a finite sum does not depend on order. Lean applies $\varphi$ to both multisets and sums.

```lean
/-- Environments with the same multiset of neighbour distances have the same sum over
neighbours of any function of distance. -/
theorem pair_sum_eq_of_distances_eq {r s : Fin N → ℝ} (h : distances r = distances s)
    (φ : ℝ → ℝ) : ∑ j, φ (r j) = ∑ j, φ (s j) := by
  have h2 := congrArg (fun m : Multiset ℝ => (m.map φ).sum) h
  simp only [distances, Multiset.map_map] at h2
  exact h2
```

## (d) Descriptors and distances

Let $u$ be injective on a set $D$ containing all $r_j$ and $s_j$. Show that
$$\Bigl(\sum_j u(r_j)^k=\sum_j u(s_j)^k,\ 1\le k\le N\Bigr)\iff M(r)=M(s).$$

For the forward direction, (b) with $x_j=u(r_j)$ and $y_j=u(s_j)$ gives equal multisets of values. Injectivity on $D$ supplies a map $v$ with $v(u(t))=t$ for $t\in D$; applying $v$ to every value recovers the distances. The converse is (c) with $\varphi=u^k$.

The hypothesis `Set.InjOn u D` asks for injectivity only on $D$, and `Function.invFunOn u D` is $v$.

```lean
/-- For `u` injective on the admissible distances `D`, two environments of `N` neighbours have
equal radial descriptors of orders `1` to `N` exactly when their multisets of neighbour
distances coincide. -/
theorem descriptors_eq_iff_distances_eq {u : ℝ → ℝ} {D : Set ℝ} (hu : Set.InjOn u D)
    {r s : Fin N → ℝ} (hr : ∀ j, r j ∈ D) (hs : ∀ j, s j ∈ D) :
    (∀ k, 1 ≤ k → k ≤ N → radialDescriptor u r k = radialDescriptor u s k) ↔
      distances r = distances s := by
  constructor
  · intro h
    have h1 := multiset_eq_of_power_sums (fun j => u (r j)) (fun j => u (s j)) h
    -- undo u on the admissible distances
    have er : ∀ j, Function.invFunOn u D (u (r j)) = r j :=
      fun j => hu.leftInvOn_invFunOn (hr j)
    have es : ∀ j, Function.invFunOn u D (u (s j)) = s j :=
      fun j => hu.leftInvOn_invFunOn (hs j)
    have h2 := congrArg (Multiset.map (Function.invFunOn u D)) h1
    simp only [distances, Multiset.map_map, Function.comp_def, er, es] at h2
    exact h2
  · intro h k _ _
    exact pair_sum_eq_of_distances_eq h (fun t => u t ^ k)
```

## (e) Equal pair energies

With $u$ and $D$ as in (d), let the descriptors of orders 1 to $N$ agree. Show that, for any pair function $\varphi$,
$$\sum_j\varphi(r_j)=\sum_j\varphi(s_j).$$

Part (d) gives $M(r)=M(s)$, and (c) gives the sums. In a simulation with one neighbour species and a pair potential $\varphi$, the central atom therefore has the same total pair energy with its $N$ listed neighbours in both environments.

```lean
/-- For `u` injective on a set containing all the neighbour distances of two environments of `N`
neighbours, if the radial descriptors of orders `1` to `N` agree, then so does the sum over
neighbours of every pair function `φ` of distance. -/
theorem pair_sum_eq_of_descriptors_eq {u : ℝ → ℝ} {D : Set ℝ} (hu : Set.InjOn u D)
    {r s : Fin N → ℝ} (hr : ∀ j, r j ∈ D) (hs : ∀ j, s j ∈ D)
    (h : ∀ k, 1 ≤ k → k ≤ N → radialDescriptor u r k = radialDescriptor u s k)
    (φ : ℝ → ℝ) : ∑ j, φ (r j) = ∑ j, φ (s j) :=
  pair_sum_eq_of_distances_eq ((descriptors_eq_iff_distances_eq hu hr hs).mp h) φ
```

## (f) Gaussians of atomic positions

Let central atoms at $c,c'$ have neighbours at $R_j,R'_j$ in three-dimensional space, and let $a>0$ be an inverse squared length setting the Gaussian width. Suppose the sums of $e^{-ka d^2}$ over neighbour distances $d$ agree for $k=1,\dots,N$. Show that
$$M(|c-R_j|)=M(|c'-R'_j|).$$

Take $u(t)=e^{-at^2}$. If $u(s)=u(t)$ with $s,t\ge0$, then $s^2=t^2$ and $s=t$, so $u$ is injective on $D=[0,\infty)$. Since $u(t)^k=e^{-kat^2}$, (d) applies. These two steps are `hinj` and `e` in Lean. The sums contain no cutoff function.

```lean
/-- For a central atom with `N` neighbours in three-dimensional space, sums of Gaussians of the
neighbour distances with exponents `a, 2a, …, Na` determine the multiset of distances from the
central atom. -/
theorem gaussian_descriptors_determine_distances {a : ℝ} (ha : 0 < a)
    (c c' : EuclideanSpace ℝ (Fin 3)) (R R' : Fin N → EuclideanSpace ℝ (Fin 3))
    (h : ∀ k : ℕ, 1 ≤ k → k ≤ N →
      ∑ j, Real.exp (-(k * a) * dist c (R j) ^ 2) =
        ∑ j, Real.exp (-(k * a) * dist c' (R' j) ^ 2)) :
    distances (fun j => dist c (R j)) = distances (fun j => dist c' (R' j)) := by
  -- a Gaussian is injective on nonnegative distances
  have hinj : Set.InjOn (fun t : ℝ => Real.exp (-a * t ^ 2)) (Set.Ici 0) := by
    intro s hs t ht hst
    have h1 : -a * s ^ 2 = -a * t ^ 2 := Real.exp_injective hst
    have h2 : s ^ 2 = t ^ 2 := mul_left_cancel₀ (neg_ne_zero.mpr ha.ne') h1
    exact (sq_eq_sq₀ (Set.mem_Ici.mp hs) (Set.mem_Ici.mp ht)).mp h2
  apply (descriptors_eq_iff_distances_eq hinj
    (fun j => Set.mem_Ici.mpr dist_nonneg) (fun j => Set.mem_Ici.mpr dist_nonneg)).mp
  intro k h1 h2
  -- its k-th power is the Gaussian with k times the exponent
  have e : ∀ t : ℝ, Real.exp (-a * t ^ 2) ^ k = Real.exp (-(k * a) * t ^ 2) := by
    intro t
    rw [← Real.exp_nat_mul]
    congr 1
    ring
  simp only [radialDescriptor, e]
  exact h k h1 h2
```

## (g) One descriptor for two neighbours

With $u(r)=r$, show that distances $1,3$ and $2,2$ satisfy
$$p_1=p_1',\qquad M(1,3)\ne M(2,2).$$

Both sums are 4. The sums of squares are 10 and 8, so by (c) the multisets differ.

```lean
/-- With `u(r) = r`, the two-neighbour environments with distances `1, 3` and `2, 2` have the
same first descriptor but different multisets of distances. -/
theorem first_descriptor_insufficient :
    radialDescriptor (N := 2) id ![1, 3] 1 = radialDescriptor (N := 2) id ![2, 2] 1 ∧
      distances (N := 2) ![1, 3] ≠ distances (N := 2) ![2, 2] := by
  constructor
  · norm_num [radialDescriptor, Fin.sum_univ_succ]
  · intro h
    have h2 := pair_sum_eq_of_distances_eq h (fun t => t ^ 2)
    norm_num [Fin.sum_univ_succ] at h2
```

## (h) Two descriptors for three neighbours

With $u(r)=r$, show that distances $1,5,6$ and $2,3,7$ satisfy
$$p_1=p_1',\quad p_2=p_2',\quad M(1,5,6)\ne M(2,3,7).$$

The sums are both 12 and the sums of squares both 62, while the sums of cubes are 342 and 378. Lean evaluates these numbers with `norm_num` and uses (c) to separate the multisets.

```lean
/-- With `u(r) = r`, the three-neighbour environments with distances `1, 5, 6` and `2, 3, 7`
have the same first and second descriptors but different multisets of distances. -/
theorem first_two_descriptors_insufficient :
    radialDescriptor (N := 3) id ![1, 5, 6] 1 = radialDescriptor (N := 3) id ![2, 3, 7] 1 ∧
      radialDescriptor (N := 3) id ![1, 5, 6] 2 = radialDescriptor (N := 3) id ![2, 3, 7] 2 ∧
      distances (N := 3) ![1, 5, 6] ≠ distances (N := 3) ![2, 3, 7] := by
  refine ⟨?_, ?_, ?_⟩
  · norm_num [radialDescriptor, Fin.sum_univ_succ]
  · norm_num [radialDescriptor, Fin.sum_univ_succ]
  · intro h
    have h3 := pair_sum_eq_of_distances_eq h (fun t => t ^ 3)
    norm_num [Fin.sum_univ_succ] at h3

end

end RadialDescriptorCompleteness
```

```lean
#print axioms RadialDescriptorCompleteness.pair_sum_eq_of_descriptors_eq
-- 'RadialDescriptorCompleteness.pair_sum_eq_of_descriptors_eq' depends on axioms: [propext, Classical.choice, Quot.sound]
#print axioms RadialDescriptorCompleteness.gaussian_descriptors_determine_distances
-- 'RadialDescriptorCompleteness.gaussian_descriptors_determine_distances' depends on axioms: [propext, Classical.choice, Quot.sound]
#print axioms RadialDescriptorCompleteness.first_descriptor_insufficient
-- 'RadialDescriptorCompleteness.first_descriptor_insufficient' depends on axioms: [propext, Classical.choice, Quot.sound]
#print axioms RadialDescriptorCompleteness.first_two_descriptors_insufficient
-- 'RadialDescriptorCompleteness.first_two_descriptors_insufficient' depends on axioms: [propext, Classical.choice, Quot.sound]
```
